# Multi-product weights are the unique solution of the order conditions for distinct positive step numbers

Approximate a propagator \(U\) over a fixed time by a symmetric splitting formula, once with \(k_0=1\) step and once with \(k_1=2\) equal steps. For bounded, time-independent Hamiltonian terms the error contains only even powers of \(1/k\):
\[
S_j = U + \frac{E_1}{k_j^2} + O(k_j^{-4}).
\]
The combination \(a_0S_0+a_1S_1\) keeps \(U\) and loses \(E_1\) if \(a_0+a_1=1\) and \(a_0+a_1/4=0\). Hence \(a_0=-1/3\) and \(a_1=4/3\).

With \(m\) formulas there are \(m\) such equations. The formulas are labelled by a finite type `ι`, so \(m\) is `Fintype.card ι`.

```lean
import Mathlib

open Finset Polynomial

namespace MultiProductWeights

noncomputable section

variable {ι : Type*} [Fintype ι] [DecidableEq ι]
```

The proposed solution is
\[
a_j=\prod_{l\ne j}\frac{k_j^2}{k_j^2-k_l^2},
\]
which for \(m=1\) is the empty product, 1. The step numbers are real in Lean; integers are the physical case.

```lean
/-- The multi-product weight `a_j = ∏_{l ≠ j} k_j² / (k_j² - k_l²)`, for distinct positive
step numbers `k`. -/
def weight (k : ι → ℝ) (j : ι) : ℝ :=
  ∏ l ∈ univ.erase j, k j ^ 2 / (k j ^ 2 - k l ^ 2)
```

The conditions to be solved are \(\sum_j a_j=1\) and \(\sum_j a_j/k_j^{2q}=0\) for \(1\le q<m\).

```lean
/-- The order conditions on the coefficients `a` of a combination of `m` product formulas with
nonzero step numbers `k`: the coefficients sum to one, and the error terms in `1 / k_j^(2q)`
cancel for `1 ≤ q < m`. -/
def OrderConditions (k a : ι → ℝ) : Prop :=
  ∑ j, a j = 1 ∧
    ∀ q : ℕ, 1 ≤ q → q < Fintype.card ι → ∑ j, a j / k j ^ (2 * q) = 0
```

## Extrapolation to zero step size

Let \(x_j=1/k_j^2\), the squared step size in units of the total time. The exact propagator corresponds to \(x=0\).

```lean
/-- The squared relative step size `1 / k_j²`, for nonzero `k_j`. -/
def node (k : ι → ℝ) (j : ι) : ℝ := (k j ^ 2)⁻¹
```

If \(x_i=x_j\), then \(k_i^2=k_j^2\). Positivity gives \(k_i=k_j\), and distinctness gives \(i=j\).

```lean
omit [Fintype ι] [DecidableEq ι] in
/-- Distinct positive step numbers have distinct squared step sizes. -/
theorem node_injective {k : ι → ℝ} (hk : ∀ j, 0 < k j) (hinj : Function.Injective k) :
    Function.Injective (node k) := by
  intro i j h
  exact hinj ((sq_eq_sq₀ (hk i).le (hk j).le).1 (inv_injective h))
```

The error powers are powers of the nodes: \(x_j^q=1/k_j^{2q}\).

```lean
omit [Fintype ι] [DecidableEq ι] in
/-- Powers of the squared step size are the even inverse powers of the step number. -/
theorem node_pow (k : ι → ℝ) (j : ι) (q : ℕ) : node k j ^ q = (k j ^ (2 * q))⁻¹ := by
  rw [node, inv_pow, pow_mul]
```

Let \(L_j(x)=\prod_{l\ne j}(x-x_l)/(x_j-x_l)\) be the Lagrange basis polynomial, equal to 1 at \(x_j\) and 0 at the other nodes. At \(x=0\) each factor is
\[
\frac{-x_l}{x_j-x_l}
=\frac{-1/k_l^2}{-(k_j^2-k_l^2)/(k_j^2k_l^2)}
=\frac{k_j^2}{k_j^2-k_l^2},
\]
so \(a_j=L_j(0)\). The proof compares the products factor by factor; `e` is the node difference in the denominator.

```lean
/-- For distinct positive step numbers, the weight is the Lagrange basis polynomial in the
squared step size, evaluated at zero step size. -/
theorem weight_eq_basis {k : ι → ℝ} (hk : ∀ j, 0 < k j) (hinj : Function.Injective k)
    (j : ι) : weight k j = (Lagrange.basis univ (node k) j).eval 0 := by
  rw [weight, Lagrange.basis, eval_prod]
  refine Finset.prod_congr rfl fun l hl => ?_
  have hj : k j ^ 2 ≠ 0 := pow_ne_zero _ (hk j).ne'
  have hl' : k l ^ 2 ≠ 0 := pow_ne_zero _ (hk l).ne'
  have hD : k j ^ 2 - k l ^ 2 ≠ 0 := fun h =>
    (Finset.ne_of_mem_erase hl) (hinj ((sq_eq_sq₀ (hk j).le (hk l).le).1 (sub_eq_zero.1 h))).symm
  have e : node k j - node k l = -(k j ^ 2 - k l ^ 2) / (k j ^ 2 * k l ^ 2) := by
    rw [node, node, inv_sub_inv hj hl', neg_sub]
  rw [Lagrange.basisDivisor, eval_mul, eval_C, eval_sub, eval_X, eval_C, e, node]
  generalize k j ^ 2 - k l ^ 2 = D at hD ⊢
  -- the two minus signs cancel
  rw [zero_sub, inv_div, div_neg, neg_mul_neg]
  have hkl : k l ≠ 0 := (hk l).ne'
  field_simp
```

A polynomial \(p\) of degree below \(m\) equals its interpolant, \(p(x)=\sum_j p(x_j)L_j(x)\). Setting \(x=0\) gives \(\sum_j a_jp(x_j)=p(0)\).

```lean
/-- For distinct positive step numbers, the weights extrapolate every polynomial in the squared
step size of degree below the number of formulas exactly to zero step size. -/
theorem weight_extrapolates {k : ι → ℝ} (hk : ∀ j, 0 < k j) (hinj : Function.Injective k)
    {p : ℝ[X]} (hp : p.degree < Fintype.card ι) :
    ∑ j, weight k j * p.eval (node k j) = p.eval 0 := by
  have h := Lagrange.eq_interpolate (s := univ) (v := node k)
    ((node_injective hk hinj).injOn) (f := p) (by rwa [Finset.card_univ])
  have h0 := congrArg (eval 0) h
  rw [Lagrange.interpolate_apply, eval_finsetSum] at h0
  rw [h0]
  refine Finset.sum_congr rfl fun j _ => ?_
  rw [eval_mul, eval_C, weight_eq_basis hk hinj, mul_comm]
```

## Existence and uniqueness

Now let \(a\) be any solution. The order conditions say \(\sum_j a_jx_j^q=0^q\) for \(0\le q<m\), with \(0^0=1\); this is `hmom`. By linearity, \(\sum_j a_jp(x_j)=p(0)\) whenever \(\deg p<m\). Choosing \(p=L_i\) leaves one term on the left, so \(a_i=L_i(0)\), which is the weight.

Conversely, \(p=x^q\) in the extrapolation identity shows that the weights satisfy every condition. The theorem states both directions as an equivalence, for at least one formula.

```lean
/-- For distinct positive step numbers of at least one formula, the order conditions have exactly
one solution, the multi-product weights. -/
theorem orderConditions_iff [Nonempty ι] {k : ι → ℝ} (hk : ∀ j, 0 < k j)
    (hinj : Function.Injective k) (a : ι → ℝ) :
    OrderConditions k a ↔ a = weight k := by
  constructor
  · rintro ⟨h0, hq⟩
    funext i
    have hv : Set.InjOn (node k) (univ : Finset ι) := (node_injective hk hinj).injOn
    -- the conditions fix all moments below the number of formulas
    have hmom : ∀ q < Fintype.card ι, ∑ j, a j * node k j ^ q = (0 : ℝ) ^ q := by
      intro q hlt
      rcases Nat.eq_zero_or_pos q with rfl | hpos
      · simpa using h0
      · rw [zero_pow hpos.ne', ← hq q hpos hlt]
        exact Finset.sum_congr rfl fun j _ => by rw [node_pow, div_eq_mul_inv]
    have hdeg : (Lagrange.basis univ (node k) i).natDegree < Fintype.card ι := by
      rw [natDegree_eq_of_degree_eq_some (Lagrange.degree_basis hv (mem_univ i)),
        Finset.card_univ]
      exact Nat.sub_lt Fintype.card_pos one_pos
    -- test the solution on the Lagrange basis polynomial of node i
    have hp : ∑ j, a j * (Lagrange.basis univ (node k) i).eval (node k j)
        = (Lagrange.basis univ (node k) i).eval 0 := by
      simp_rw [eval_eq_sum_range' hdeg, Finset.mul_sum]
      rw [Finset.sum_comm]
      refine Finset.sum_congr rfl fun q hq' => ?_
      rw [← hmom q (Finset.mem_range.1 hq'), Finset.mul_sum]
      exact Finset.sum_congr rfl fun j _ => by ring
    rw [weight_eq_basis hk hinj, ← hp, Finset.sum_eq_single i]
    · rw [Lagrange.eval_basis_self hv (mem_univ i), mul_one]
    · intro j _ hji
      rw [Lagrange.eval_basis_of_ne hji.symm (mem_univ j), mul_zero]
    · exact fun h => absurd (mem_univ i) h
  · rintro rfl
    have hmono : ∀ q < Fintype.card ι, ∑ j, weight k j * node k j ^ q = (0 : ℝ) ^ q := by
      intro q hlt
      have h := weight_extrapolates hk hinj (p := X ^ q)
        (by rw [degree_X_pow]; exact_mod_cast hlt)
      simpa only [eval_pow, eval_X] using h
    refine ⟨by simpa using hmono 0 Fintype.card_pos, fun q hpos hlt => ?_⟩
    have h := hmono q hlt
    rw [zero_pow (by omega)] at h
    rw [← h]
    exact Finset.sum_congr rfl fun j _ => by rw [node_pow, div_eq_mul_inv]
```

## The first moment that survives

Let \(N(x)=\prod_j(x-x_j)\). The leading terms of \(p(x)=x^m-N(x)\) cancel, so \(\deg p<m\), while \(p(x_j)=x_j^m\). Extrapolation therefore gives
\[
\sum_j\frac{a_j}{k_j^{2m}}=-N(0)=(-1)^{m+1}\prod_j\frac1{k_j^2}\ne0.
\]

```lean
/-- For `m ≥ 1` distinct positive step numbers, the moment of order `2m` of the weights is
`(-1)^(m+1) ∏ 1/k_j²`, and it does not vanish. -/
theorem first_uncancelled_moment [Nonempty ι] {k : ι → ℝ} (hk : ∀ j, 0 < k j)
    (hinj : Function.Injective k) :
    ∑ j, weight k j / k j ^ (2 * Fintype.card ι)
        = (-1) ^ (Fintype.card ι + 1) * ∏ j, (k j ^ 2)⁻¹ ∧
      ∑ j, weight k j / k j ^ (2 * Fintype.card ι) ≠ 0 := by
  -- subtracting the nodal polynomial lowers the degree and keeps the values at the nodes
  have hd : (X ^ Fintype.card ι - Lagrange.nodal univ (node k) : ℝ[X]).degree
      < Fintype.card ι := by
    have h := degree_sub_lt_left (p := (X ^ Fintype.card ι : ℝ[X]))
      (q := Lagrange.nodal univ (node k))
      (by rw [degree_X_pow, Lagrange.degree_nodal, Finset.card_univ])
      (pow_ne_zero _ X_ne_zero)
      (by rw [(monic_X_pow _).leadingCoeff, Lagrange.nodal_monic.leadingCoeff])
    rwa [degree_X_pow] at h
  have hprod : ∏ j, (0 - node k j) = (-1) ^ Fintype.card ι * ∏ j, node k j := by
    rw [← Finset.card_univ, ← Finset.prod_const, ← Finset.prod_mul_distrib]
    exact Finset.prod_congr rfl fun j _ => by ring
  have key : ∑ j, weight k j / k j ^ (2 * Fintype.card ι)
      = (-1) ^ (Fintype.card ι + 1) * ∏ j, (k j ^ 2)⁻¹ := by
    have h := weight_extrapolates hk hinj hd
    rw [eval_sub, Lagrange.eval_nodal, hprod, eval_pow, eval_X,
      zero_pow Fintype.card_ne_zero] at h
    calc _ = ∑ j, weight k j *
          (X ^ Fintype.card ι - Lagrange.nodal univ (node k) : ℝ[X]).eval (node k j) := by
          refine Finset.sum_congr rfl fun j _ => ?_
          rw [eval_sub, Lagrange.eval_nodal_at_node (mem_univ j), eval_pow, eval_X, sub_zero,
            node_pow, div_eq_mul_inv]
      _ = (-1) ^ (Fintype.card ι + 1) * ∏ j, node k j := by rw [h]; ring
  refine ⟨key, ?_⟩
  rw [key]
  exact mul_ne_zero (pow_ne_zero _ (by norm_num))
    (Finset.prod_ne_zero_iff.2 fun j _ => inv_ne_zero (pow_ne_zero _ (hk j).ne'))
```

For \(k=(1,2,3)\), the weights are \(a=(1/24,\,-16/15,\,81/40)\). Over the denominator 120, their sum is \((5-128+243)/120=1\). The next two moments are \((5-32+27)/120=0\) and \((5-8+3)/120=0\). The third is \(1/24-1/60+1/360=1/36\), as the formula predicts.

## Error of the combined propagator

Write \(S_j=U+\sum_{q=1}^{m-1}E_q/k_j^{2q}+R_j\) with \(\|R_j\|\le C/k_j^{2m}\). The order conditions remove every \(E_q\):
\[
\sum_ja_jS_j-U=\sum_ja_jR_j,\qquad
\Big\|\sum_ja_jS_j-U\Big\|\le C\sum_j\frac{|a_j|}{k_j^{2m}}.
\]
In Lean, `hE` is the cancellation and `hsum` the identity on the left; the triangle inequality finishes the proof.

The expansion is the hypothesis `hS`, not derived from a Hamiltonian. It holds for a symmetric splitting of bounded Hamiltonian terms, with a \(C\) that depends on the terms, the splitting, the total time and \(m\). `V` is any real normed space: matrices with a norm, or real numbers if expectation values are combined. In quantum simulation the bound thus applies to combining runs with different step counts, provided their errors have this even-power form. It does not make the combination unitary, and large \(|a_j|\) weaken it.

```lean
/-- Let `m ≥ 1` approximations `S_j` of a propagator `U`, with distinct positive step numbers,
have error terms `E_q / k_j^(2q)` for `1 ≤ q < m` and a remainder of norm at most `C / k_j^(2m)`.
Then their weighted sum differs from `U` by at most `C ∑ |a_j| / k_j^(2m)`. -/
theorem multiProduct_error [Nonempty ι] {V : Type*} [NormedAddCommGroup V] [NormedSpace ℝ V]
    {k : ι → ℝ} (hk : ∀ j, 0 < k j) (hinj : Function.Injective k)
    (S : ι → V) (U : V) (E : ℕ → V) (C : ℝ)
    (hS : ∀ j, ‖S j - U - ∑ q ∈ Ico 1 (Fintype.card ι), (k j ^ (2 * q))⁻¹ • E q‖
      ≤ C / k j ^ (2 * Fintype.card ι)) :
    ‖∑ j, weight k j • S j - U‖
      ≤ C * ∑ j, |weight k j| / k j ^ (2 * Fintype.card ι) := by
  obtain ⟨h0, hq⟩ := (orderConditions_iff hk hinj (weight k)).2 rfl
  -- the intermediate error terms drop out of the weighted sum
  have hE : ∑ j, weight k j • ∑ q ∈ Ico 1 (Fintype.card ι), (k j ^ (2 * q))⁻¹ • E q = 0 := by
    simp_rw [Finset.smul_sum, smul_smul]
    rw [Finset.sum_comm]
    refine Finset.sum_eq_zero fun q hmem => ?_
    rw [← Finset.sum_smul]
    simp_rw [← div_eq_mul_inv]
    rw [hq q (Finset.mem_Ico.1 hmem).1 (Finset.mem_Ico.1 hmem).2, zero_smul]
  have hsum : ∑ j, weight k j • S j - U = ∑ j, weight k j •
      (S j - U - ∑ q ∈ Ico 1 (Fintype.card ι), (k j ^ (2 * q))⁻¹ • E q) := by
    simp_rw [smul_sub]
    rw [Finset.sum_sub_distrib, Finset.sum_sub_distrib, hE, ← Finset.sum_smul, h0, one_smul,
      sub_zero]
  rw [hsum, Finset.mul_sum]
  refine norm_sum_le_of_le _ fun j _ => ?_
  rw [norm_smul, Real.norm_eq_abs]
  calc _ ≤ |weight k j| * (C / k j ^ (2 * Fintype.card ι)) :=
        mul_le_mul_of_nonneg_left (hS j) (abs_nonneg _)
    _ = _ := by ring
```

For the opening pair, the definition of the weights gives \(a_0=1/(1-4)=-1/3\) and \(a_1=4/(4-1)=4/3\), the Richardson weights.

```lean
/-- For one step and two steps the weights are `-1/3` and `4/3`, those of Richardson
extrapolation. -/
theorem richardson_weights :
    weight ![(1 : ℝ), 2] 0 = -1 / 3 ∧ weight ![(1 : ℝ), 2] 1 = 4 / 3 := by
  have e0 : (univ : Finset (Fin 2)).erase 0 = {1} := by decide
  have e1 : (univ : Finset (Fin 2)).erase 1 = {0} := by decide
  constructor
  · rw [weight, e0, Finset.prod_singleton]
    norm_num
  · rw [weight, e1, Finset.prod_singleton]
    norm_num

end

end MultiProductWeights
```

```lean
#print axioms MultiProductWeights.orderConditions_iff
-- 'MultiProductWeights.orderConditions_iff' depends on axioms: [propext, Classical.choice, Quot.sound]
#print axioms MultiProductWeights.first_uncancelled_moment
-- 'MultiProductWeights.first_uncancelled_moment' depends on axioms: [propext, Classical.choice, Quot.sound]
#print axioms MultiProductWeights.multiProduct_error
-- 'MultiProductWeights.multiProduct_error' depends on axioms: [propext, Classical.choice, Quot.sound]
#print axioms MultiProductWeights.richardson_weights
-- 'MultiProductWeights.richardson_weights' depends on axioms: [propext, Classical.choice, Quot.sound]
```
